# For a positive definite Hessian model and positive curvature along the step, a nonsingular Broyden-family update has the DFP inverse plus a scaled dyad as its inverse

Q: In a geometry optimisation I take a step $s$, record the gradient change $y$, update my Hessian model $B$ to $B_\varphi$, and then need the next quasi-Newton displacement $-B_\varphi^{-1}g$, with $g$ the new gradient. If I store the inverse, this is a matrix–vector product. What formula updates the inverse?

A: Let $B$ be symmetric and nonsingular, $H=B^{-1}$, and let $a=s^TBs$, $b=y^Ts$, $d=y^THy$ be nonzero. Put $\mu=ad/b^2$, $v=y/b-Bs/a$, $w=s/b-Hy/d$ and $D=1-\varphi+\varphi\mu$. The family is
$$B_\varphi=B-\frac{Bs\,s^TB}{a}+\frac{yy^T}{b}+\varphi a\,vv^T,$$
with BFGS at $\varphi=0$. The DFP update has the explicit inverse $\mathrm{DFP}(B)^{-1}=H-Hy(Hy)^T/d+ss^T/b$, so no further matrix inversion is needed. If $D\neq0$, then
$$B_\varphi^{-1}=\mathrm{DFP}(B)^{-1}+\frac{1-\varphi}{D}\,d\,ww^T.$$

Q: Derive it before you show me any code.

A: Since $v^Ts=0$, we get $B_\varphi s=Bs-Bs+y=y$, the secant equation. Next,
$$B_\varphi H=1-\frac{Bs\,s^T}{a}+\frac{y(Hy)^T}{b}+\varphi a\,v\Big(\frac{Hy}{b}-\frac sa\Big)^T.$$
Applied to $y$, this gives
$$B_\varphi Hy=y-\frac ba Bs+\frac db y+\varphi b(\mu-1)v=\frac db y+bD\,v,$$
because $y-(b/a)Bs=bv$. Hence $B_\varphi w=y/b-B_\varphi Hy/d=-(b/d)D\,v$.

Now exchange the roles of $s$ and $y$, and of $B$ and $H$:
$$H_\psi=H-\frac{Hy(Hy)^T}{d}+\frac{ss^T}{b}+\psi d\,ww^T.$$
Multiply term by term. The two $y(Hy)^T/b$ terms cancel, and $ys^T/b-Bs\,s^T/a=vs^T$, so
$$B_\varphi H_\psi=1+v\Big[(1-\varphi)s+\Big(\frac{\varphi a}{b}-\frac{bD}{d}\Big)Hy-\psi bD\,w\Big]^T.$$
The coefficient of $Hy$ is $-(1-\varphi)b/d$, which leaves
$$B_\varphi H_\psi=1+b\,(1-\varphi-\psi D)\,vw^T.$$
The product is the identity when $\psi D=1-\varphi$. For $\varphi=1$, take $\psi=0$: the inverse of $B_1$ is $H_0$. For general $\varphi$ with $D\neq0$, take $\psi=(1-\varphi)/D$, and $H_\psi=H_0+\psi d\,ww^T$ is the stated formula once $B_1$ is known to be DFP.

Q: Is it?

A: The DFP update is $(1-ys^T/b)\,B\,(1-sy^T/b)+yy^T/b$. Expanding the product gives
$$\mathrm{DFP}(B)=B-\frac{y\,s^TB+Bs\,y^T}{b}+\frac{a\,yy^T}{b^2}+\frac{yy^T}{b}.$$
Expanding $a\,vv^T$ gives the same cross terms and $a\,yy^T/b^2$, plus $Bs\,s^TB/a$, which cancels the subtraction in BFGS.

Q: Give me numbers.

A: Take $B=1$ in two dimensions, $s=(1,0)$, $y=(1,1)$, $\varphi=\tfrac12$. Then $a=b=1$, $d=\mu=2$, $D=\tfrac32$, $v=(0,1)$, $w=(\tfrac12,-\tfrac12)$, and
$$B_\varphi=\begin{pmatrix}1&1\\1&\tfrac52\end{pmatrix},\qquad \mathrm{DFP}(B)^{-1}=\begin{pmatrix}\tfrac32&-\tfrac12\\-\tfrac12&\tfrac12\end{pmatrix}.$$
The correction is $\tfrac23ww^T=\tfrac16\begin{pmatrix}1&-1\\-1&1\end{pmatrix}$. The sum is $\begin{pmatrix}\tfrac53&-\tfrac23\\-\tfrac23&\tfrac23\end{pmatrix}$, which is indeed $B_\varphi^{-1}$.

Q: Now the code. Where are my molecule's coordinates?

A: They are labelled by a finite type `n`; steps and gradient changes are functions `n → ℝ`, and the Hessian model is a real square matrix.

In Lean 4 with Mathlib:

```lean
import Mathlib

open Matrix

namespace BroydenFamilyInverse

noncomputable section

variable {n : Type*} [Fintype n] [DecidableEq n]
```

A: The number $a$ is `curv B s`, and $d$ is the same function at the inverse, `curv B⁻¹ y`.

```lean
/-- The curvature `sᵀ B s` of the quadratic model `B` along the step `s`. -/
def curv (B : Matrix n n ℝ) (s : n → ℝ) : ℝ := s ⬝ᵥ (B *ᵥ s)
```

A: Likewise $v$ is `gap B s y`, and $w$ is `gap B⁻¹ y s`.

```lean
/-- The vector `v = y / (yᵀ s) - B s / (sᵀ B s)`, for `yᵀ s` and `sᵀ B s` nonzero. -/
def gap (B : Matrix n n ℝ) (s y : n → ℝ) : n → ℝ :=
  (y ⬝ᵥ s)⁻¹ • y - (curv B s)⁻¹ • (B *ᵥ s)
```

Q: Is DFP simply defined as the member $\varphi=1$? That would make part of the claim empty.

A: No. BFGS is the rank-two formula, DFP has its own projected product formula, and their relation is proved later.

```lean
/-- The BFGS update `B - B s (B s)ᵀ / (sᵀ B s) + y yᵀ / (yᵀ s)` of a symmetric `B`,
for `yᵀ s` and `sᵀ B s` nonzero. -/
def bfgs (B : Matrix n n ℝ) (s y : n → ℝ) : Matrix n n ℝ :=
  B - (curv B s)⁻¹ • vecMulVec (B *ᵥ s) (B *ᵥ s) + (y ⬝ᵥ s)⁻¹ • vecMulVec y y

/-- The DFP update `(1 - y sᵀ / b) B (1 - s yᵀ / b) + y yᵀ / b` with `b = yᵀ s` nonzero. -/
def dfp (B : Matrix n n ℝ) (s y : n → ℝ) : Matrix n n ℝ :=
  (1 - (y ⬝ᵥ s)⁻¹ • vecMulVec y s) * B * (1 - (y ⬝ᵥ s)⁻¹ • vecMulVec s y)
    + (y ⬝ᵥ s)⁻¹ • vecMulVec y y

/-- The Broyden family `BFGS(B) + φ (sᵀ B s) v vᵀ`, for `yᵀ s` and `sᵀ B s` nonzero. -/
def broyden (B : Matrix n n ℝ) (s y : n → ℝ) (φ : ℝ) : Matrix n n ℝ :=
  bfgs B s y + (φ * curv B s) • vecMulVec (gap B s y) (gap B s y)
```

A: The last two definitions are $\mu$ and $D$.

```lean
/-- The ratio `μ = (sᵀ B s) (yᵀ B⁻¹ y) / (yᵀ s)²`, for `B` nonsingular and `yᵀ s` nonzero. -/
def mu (B : Matrix n n ℝ) (s y : n → ℝ) : ℝ :=
  curv B s * curv B⁻¹ y / (y ⬝ᵥ s) ^ 2

/-- The denominator `1 - φ + φ μ`, for `B` nonsingular and `yᵀ s` nonzero. -/
def denom (B : Matrix n n ℝ) (s y : n → ℝ) (φ : ℝ) : ℝ := 1 - φ + φ * mu B s y
```

Q: How does the proof begin?

A: With actions on vectors. A dyad is applied to $x$, then the whole update; setting $x=s$ gives the secant equation.

```lean
variable {B : Matrix n n ℝ} {s y : n → ℝ} {φ ψ : ℝ}

omit [DecidableEq n] in
/-- A scaled dyad `c p qᵀ` sends `x` to `c (qᵀ x) p`. -/
theorem dyad_mulVec (c : ℝ) (p q x : n → ℝ) :
    (c • vecMulVec p q) *ᵥ x = (c * (q ⬝ᵥ x)) • p := by
  ext i
  simp only [Matrix.mulVec, dotProduct, Matrix.smul_apply, Matrix.vecMulVec_apply,
    Pi.smul_apply, smul_eq_mul, Finset.mul_sum, Finset.sum_mul]
  exact Finset.sum_congr rfl fun j _ => by ring

omit [DecidableEq n] in
/-- The action of a member of the Broyden family on an arbitrary vector `x`. -/
theorem broyden_mulVec (B : Matrix n n ℝ) (s y : n → ℝ) (φ : ℝ) (x : n → ℝ) :
    broyden B s y φ *ᵥ x = B *ᵥ x - (((B *ᵥ s) ⬝ᵥ x) / curv B s) • (B *ᵥ s)
      + ((y ⬝ᵥ x) / (y ⬝ᵥ s)) • y
      + (φ * curv B s * ((y ⬝ᵥ x) / (y ⬝ᵥ s) - ((B *ᵥ s) ⬝ᵥ x) / curv B s)) • gap B s y := by
  have h : gap B s y ⬝ᵥ x = (y ⬝ᵥ x) / (y ⬝ᵥ s) - ((B *ᵥ s) ⬝ᵥ x) / curv B s := by
    simp only [gap, sub_dotProduct, smul_dotProduct, smul_eq_mul]
    ring
  simp only [broyden, bfgs, Matrix.add_mulVec, Matrix.sub_mulVec, dyad_mulVec, h]
  ext i
  simp only [Pi.add_apply, Pi.sub_apply, Pi.smul_apply, smul_eq_mul]
  ring

omit [DecidableEq n] in
/-- Secant equation: if `sᵀ B s` and `yᵀ s` are nonzero, every member of the family
maps the step `s` to the gradient change `y`. -/
theorem broyden_secant (ha : curv B s ≠ 0) (hb : y ⬝ᵥ s ≠ 0) :
    broyden B s y φ *ᵥ s = y := by
  have h : (B *ᵥ s) ⬝ᵥ s = curv B s := dotProduct_comm _ _
  rw [broyden_mulVec, h, div_self ha, div_self hb]
  simp
```

A: The next lemma is the formula for $B_\varphi H$, applied to $x$. Symmetry moves $B$ and $H$ across scalar products. After it comes $B_\varphi w=-(b/d)Dv$, where `field_simp` and `ring` do the componentwise algebra.

```lean
/-- The action of a member of the family on `B⁻¹ x`, for `B` symmetric and nonsingular. -/
theorem broyden_mulVec_inv (hB : B.IsSymm) (hdet : B.det ≠ 0) (x : n → ℝ) :
    broyden B s y φ *ᵥ (B⁻¹ *ᵥ x) = x - ((s ⬝ᵥ x) / curv B s) • (B *ᵥ s)
      + (((B⁻¹ *ᵥ y) ⬝ᵥ x) / (y ⬝ᵥ s)) • y
      + (φ * curv B s * (((B⁻¹ *ᵥ y) ⬝ᵥ x) / (y ⬝ᵥ s) - (s ⬝ᵥ x) / curv B s))
        • gap B s y := by
  have hBH : B *ᵥ (B⁻¹ *ᵥ x) = x := by
    rw [Matrix.mulVec_mulVec, Matrix.mul_nonsing_inv B (isUnit_iff_ne_zero.mpr hdet),
      Matrix.one_mulVec]
  -- symmetry moves `B` and its inverse across the scalar product
  have hu : s ⬝ᵥ (B *ᵥ (B⁻¹ *ᵥ x)) = (B *ᵥ s) ⬝ᵥ (B⁻¹ *ᵥ x) := by
    rw [Matrix.dotProduct_mulVec s B, ← Matrix.mulVec_transpose B s, hB.eq]
  have hz : y ⬝ᵥ (B⁻¹ *ᵥ x) = (B⁻¹ *ᵥ y) ⬝ᵥ x := by
    rw [Matrix.dotProduct_mulVec, ← Matrix.mulVec_transpose, Matrix.transpose_nonsing_inv,
      hB.eq]
  rw [broyden_mulVec, ← hu, hBH, hz]

/-- For `B` symmetric and nonsingular and `a = sᵀ B s`, `b = yᵀ s`, `d = yᵀ B⁻¹ y` nonzero,
the update sends `w = s / b - B⁻¹ y / d` to `-(b / d) (1 - φ + φ μ) v`. -/
theorem broyden_mulVec_gap (hB : B.IsSymm) (hdet : B.det ≠ 0) (ha : curv B s ≠ 0)
    (hb : y ⬝ᵥ s ≠ 0) (hd : curv B⁻¹ y ≠ 0) :
    broyden B s y φ *ᵥ gap B⁻¹ y s
      = (-((y ⬝ᵥ s) / curv B⁻¹ y * denom B s y φ)) • gap B s y := by
  have hzy : (B⁻¹ *ᵥ y) ⬝ᵥ y = curv B⁻¹ y := dotProduct_comm _ _
  rw [show gap B⁻¹ y s = (s ⬝ᵥ y)⁻¹ • s - (curv B⁻¹ y)⁻¹ • (B⁻¹ *ᵥ y) from rfl,
    Matrix.mulVec_sub, Matrix.mulVec_smul, Matrix.mulVec_smul, broyden_secant ha hb,
    broyden_mulVec_inv hB hdet, hzy, dotProduct_comm s y]
  ext i
  simp only [gap, denom, mu, Pi.add_apply, Pi.sub_apply, Pi.smul_apply, smul_eq_mul]
  field_simp
  ring
```

A: DFP is then identified by comparing both matrices on an arbitrary vector.

```lean
/-- For symmetric `B` with `sᵀ B s` and `yᵀ s` nonzero, the member `φ = 1` is the DFP update. -/
theorem broyden_one_eq_dfp (hB : B.IsSymm) (ha : curv B s ≠ 0) (hb : y ⬝ᵥ s ≠ 0) :
    broyden B s y 1 = dfp B s y := by
  refine Matrix.toLin'.injective (LinearMap.ext fun x => ?_)
  have h1 : s ⬝ᵥ (B *ᵥ x) = (B *ᵥ s) ⬝ᵥ x := by
    rw [Matrix.dotProduct_mulVec, ← Matrix.mulVec_transpose, hB.eq]
  have h2 : s ⬝ᵥ (B *ᵥ s) = curv B s := rfl
  rw [Matrix.toLin'_apply, Matrix.toLin'_apply, broyden_mulVec]
  simp only [dfp, Matrix.add_mulVec, ← Matrix.mulVec_mulVec, Matrix.sub_mulVec,
    Matrix.one_mulVec, dyad_mulVec, Matrix.mulVec_sub, Matrix.mulVec_smul, h1, h2]
  ext i
  simp only [gap, Pi.add_apply, Pi.sub_apply, Pi.smul_apply, smul_eq_mul]
  field_simp
  ring
```

Q: And the product $B_\varphi H_\psi$?

A: It is also tested on an arbitrary $x$. The residue is $b(1-\varphi-\psi D)(w^Tx)v$, and `linear_combination` removes it with the hypothesis `hψ`, which is $\psi D=1-\varphi$.

```lean
/-- Duality: let `B` be symmetric and nonsingular with `sᵀ B s`, `yᵀ s`, `yᵀ B⁻¹ y` nonzero.
If `ψ (1 - φ + φ μ) = 1 - φ`, the member `φ` for `B` and the member `ψ` for `B⁻¹`, with `s`
and `y` exchanged, are inverse to each other. -/
theorem broyden_mul_dual (hB : B.IsSymm) (hdet : B.det ≠ 0) (ha : curv B s ≠ 0)
    (hb : y ⬝ᵥ s ≠ 0) (hd : curv B⁻¹ y ≠ 0) (hψ : ψ * denom B s y φ = 1 - φ) :
    broyden B s y φ * broyden B⁻¹ y s ψ = 1 := by
  refine Matrix.toLin'.injective (LinearMap.ext fun x => ?_)
  have hzy : (B⁻¹ *ᵥ y) ⬝ᵥ y = curv B⁻¹ y := dotProduct_comm _ _
  rw [Matrix.toLin'_apply, Matrix.toLin'_apply, ← Matrix.mulVec_mulVec, Matrix.one_mulVec,
    broyden_mulVec B⁻¹ y s ψ x]
  simp only [Matrix.mulVec_add, Matrix.mulVec_sub, Matrix.mulVec_smul, broyden_secant ha hb,
    broyden_mulVec_inv hB hdet, broyden_mulVec_gap hB hdet ha hb hd, hzy, dotProduct_comm s y]
  ext i
  simp only [gap, Pi.add_apply, Pi.sub_apply, Pi.smul_apply, smul_eq_mul]
  -- what remains is a multiple of the relation between the two parameters
  linear_combination (norm := (field_simp; ring))
    (-(y ⬝ᵥ s) * ((s ⬝ᵥ x) / (y ⬝ᵥ s) - ((B⁻¹ *ᵥ y) ⬝ᵥ x) / curv B⁻¹ y)
      * (y i / (y ⬝ᵥ s) - (B *ᵥ s) i / curv B s)) * hψ
```

A: The inverse formula uses this lemma twice, with the two choices of $\psi$ made above.

```lean
/-- Inverse of the Broyden family: for `B` symmetric and nonsingular, with `sᵀ B s`, `yᵀ s`,
`d = yᵀ B⁻¹ y` and `1 - φ + φ μ` nonzero, the inverse of `BFGS(B) + φ (sᵀ B s) v vᵀ` is
`DFP(B)⁻¹ + (1 - φ) d w wᵀ / (1 - φ + φ μ)`, where `w = s / (yᵀ s) - B⁻¹ y / d`. -/
theorem broyden_inv (hB : B.IsSymm) (hdet : B.det ≠ 0) (ha : curv B s ≠ 0)
    (hb : y ⬝ᵥ s ≠ 0) (hd : curv B⁻¹ y ≠ 0) (hD : denom B s y φ ≠ 0) :
    (broyden B s y φ)⁻¹ = (dfp B s y)⁻¹
      + ((1 - φ) / denom B s y φ * curv B⁻¹ y) •
        vecMulVec (gap B⁻¹ y s) (gap B⁻¹ y s) := by
  -- the inverse of DFP is the BFGS formula for the inverse matrix
  have h1 : (dfp B s y)⁻¹ = bfgs B⁻¹ y s := by
    rw [← broyden_one_eq_dfp hB ha hb,
      Matrix.inv_eq_right_inv (broyden_mul_dual (ψ := 0) hB hdet ha hb hd (by ring))]
    simp [broyden]
  rw [h1, Matrix.inv_eq_right_inv
    (broyden_mul_dual hB hdet ha hb hd (div_mul_cancel₀ (1 - φ) hD))]
  rfl
```

Q: What happens at $D=0$?

A: The update is singular. There $B_\varphi w=0$, and $w$ is nonzero: $w^TBs=a/b-b/d=(b/d)(\mu-1)$, so $w=0$ would force $\mu=1$ and $D=1$. Conversely, for $D\neq0$ the product with $H_\psi$ is the identity, so the determinant cannot vanish. In the example $D=1+\varphi$, and $\varphi=-1$ gives the singular matrix with all entries 1.

```lean
/-- For `B` symmetric and nonsingular with `sᵀ B s`, `yᵀ s` and `yᵀ B⁻¹ y` nonzero, the updated
matrix is nonsingular exactly when `1 - φ + φ μ` is nonzero. -/
theorem broyden_det_ne_zero_iff (hB : B.IsSymm) (hdet : B.det ≠ 0) (ha : curv B s ≠ 0)
    (hb : y ⬝ᵥ s ≠ 0) (hd : curv B⁻¹ y ≠ 0) :
    (broyden B s y φ).det ≠ 0 ↔ denom B s y φ ≠ 0 := by
  constructor
  · intro h hP
    -- at a zero of the denominator, `w` is a null vector
    refine h (Matrix.exists_mulVec_eq_zero_iff.mp ⟨gap B⁻¹ y s, fun hw => ?_, ?_⟩)
    · have hz : y ⬝ᵥ (B⁻¹ *ᵥ (B *ᵥ s)) = (B⁻¹ *ᵥ y) ⬝ᵥ (B *ᵥ s) := by
        rw [Matrix.dotProduct_mulVec y B⁻¹, ← Matrix.mulVec_transpose B⁻¹ y,
          Matrix.transpose_nonsing_inv, hB.eq]
      rw [Matrix.mulVec_mulVec, Matrix.nonsing_inv_mul B (isUnit_iff_ne_zero.mpr hdet),
        Matrix.one_mulVec] at hz
      have h1 : gap B⁻¹ y s ⬝ᵥ (B *ᵥ s)
          = curv B s / (y ⬝ᵥ s) - (y ⬝ᵥ s) / curv B⁻¹ y := by
        simp only [gap, sub_dotProduct, smul_dotProduct, smul_eq_mul, ← hz,
          dotProduct_comm s y, show s ⬝ᵥ (B *ᵥ s) = curv B s from rfl]
        ring
      rw [hw, zero_dotProduct] at h1
      have h2 : curv B s * curv B⁻¹ y - (y ⬝ᵥ s) ^ 2 = (y ⬝ᵥ s) * curv B⁻¹ y
          * (curv B s / (y ⬝ᵥ s) - (y ⬝ᵥ s) / curv B⁻¹ y) := by
        field_simp
      rw [← h1, mul_zero] at h2
      have hmu : mu B s y = 1 := by
        rw [mu, sub_eq_zero.mp h2, div_self (pow_ne_zero 2 hb)]
      rw [denom, hmu] at hP
      linarith
    · rw [broyden_mulVec_gap hB hdet ha hb hd, hP]
      simp
  · intro hD h0
    have h := congrArg Matrix.det
      (broyden_mul_dual hB hdet ha hb hd (div_mul_cancel₀ (1 - φ) hD))
    rw [Matrix.det_mul, h0, zero_mul, Matrix.det_one] at h
    exact zero_ne_one h
```

Q: My optimiser checks that $B$ is positive definite and $y^Ts>0$. Is that enough?

A: With $D\neq0$, yes. The condition $y^Ts>0$ says that the slope along the step has increased, so the average curvature there is positive. It also makes $s$ and $y$ nonzero, and positive definiteness then gives $a,d>0$. The final theorem returns nonsingularity together with the formula, which matters because Mathlib assigns the zero matrix as the inverse of a singular one.

```lean
/-- For `B` positive definite, `yᵀ s > 0` and `1 - φ + φ μ` nonzero, the updated matrix is
nonsingular and its inverse is `DFP(B)⁻¹ + (1 - φ) d w wᵀ / (1 - φ + φ μ)`, where
`d = yᵀ B⁻¹ y` and `w = s / (yᵀ s) - B⁻¹ y / d`. -/
theorem broyden_inv_of_posDef (hB : B.PosDef) (hb : 0 < y ⬝ᵥ s) (hD : denom B s y φ ≠ 0) :
    (broyden B s y φ).det ≠ 0 ∧
    (broyden B s y φ)⁻¹ = (dfp B s y)⁻¹
      + ((1 - φ) / denom B s y φ * curv B⁻¹ y) •
        vecMulVec (gap B⁻¹ y s) (gap B⁻¹ y s) := by
  have hs : s ≠ 0 := by
    rintro rfl
    simp at hb
  have hy : y ≠ 0 := by
    rintro rfl
    simp at hb
  have ha : 0 < curv B s := by simpa [curv] using hB.dotProduct_mulVec_pos hs
  have hd : 0 < curv B⁻¹ y := by simpa [curv] using hB.inv.dotProduct_mulVec_pos hy
  have hsymm : B.IsSymm := by
    have h := hB.isHermitian.eq
    rwa [Matrix.conjTranspose_eq_transpose_of_trivial] at h
  have hdet : B.det ≠ 0 := hB.det_pos.ne'
  exact ⟨(broyden_det_ne_zero_iff hsymm hdet ha.ne' hb.ne' hd.ne').mpr hD,
    broyden_inv hsymm hdet ha.ne' hb.ne' hd.ne' hD⟩

end

end BroydenFamilyInverse
```

```lean
#print axioms BroydenFamilyInverse.broyden_inv_of_posDef
```

```
'BroydenFamilyInverse.broyden_inv_of_posDef' depends on axioms: [propext, Classical.choice, Quot.sound]
```

Q: Does it also keep my Hessian model positive definite?

A: The theorem promises only an invertible update. In the example, $\varphi=-2$ gives determinant $-1$, so that update is indefinite although the inverse formula holds. Nor does anything tie $s$ and $y$ to an actual energy surface: they are arbitrary real vectors satisfying the hypotheses. For geometry optimisation in electronic structure, the result therefore justifies the algebra of one inverse update in finitely many real coordinates, without addressing convergence or rounding.
